# Away from the origin, $k^2\delta_{ij}+\partial_i\partial_j$ acting on $e^{ikr}/r$ gives minus the retarded dipole tensor

## Which sign does the $k^2r^2$ term carry?

If I get the sign of the $k^2r^2$ term wrong in the retarded dipole coupling, my energy-transfer rate for parallel dipoles perpendicular to their separation still looks right at both ends: $r^{-6}$ close in, $r^{-2}$ far out. In between it fails: at $kr=1$, the squared coupling comes out five times too large. I've seen the tensor obtained by differentiating the scalar wave $e^{ikr}/r$. Does that fix every sign, and how does it go in full?

## Two derivatives of the scalar wave fix it

Yes. Take real $k$ and $x\neq0$ in $\mathbb R^3$, with $r=\|x\|$, $n_i=x_i/r$ and $f=e^{ikr}/r$. The claim is $k^2\delta_{ij}f+\partial_i\partial_jf=-V_{ij}$, where

$$V_{ij}=\frac{e^{ikr}}{r^3}\left[(1-ikr)(\delta_{ij}-3n_in_j)-k^2r^2(\delta_{ij}-n_in_j)\right].$$

Differentiating $r=\sqrt{x\cdot x}$ gives $\partial_ir=n_i$. The chain rule then gives

$$\partial_jf=g(r)\,x_j,\qquad g(r)=\frac{e^{ikr}(ikr-1)}{r^3}.$$

Since $\frac{d}{dr}\left[e^{ikr}(ikr-1)\right]=-k^2r\,e^{ikr}$,

$$g'(r)=\frac{e^{ikr}(3-3ikr-k^2r^2)}{r^4}.$$

The product rule, $\partial_i\partial_jf=g\,\delta_{ij}+g'n_ix_j$, yields

$$\partial_i\partial_jf=\frac{e^{ikr}}{r^3}\left[(ikr-1)\delta_{ij}+(3-3ikr-k^2r^2)n_in_j\right].$$

Adding $k^2\delta_{ij}f=e^{ikr}k^2r^2\delta_{ij}/r^3$ and collecting terms gives $-V_{ij}$.

Three consequences follow.

- **Helmholtz equation.** In the trace, $\sum_i\delta_{ii}=3$ and $n\cdot n=1$, so the bracket becomes $3(ikr-1)+3-3ikr-k^2r^2=-k^2r^2$. Hence $\nabla^2f=-k^2f$.
- **Coupling of two dipoles.** Contraction with $q$ and $p$ replaces $\delta_{ij}$ by $q\cdot p$ and $n_in_j$ by $(q\cdot n)(n\cdot p)$. For $q=p=n$ the $k^2r^2$ term vanishes, leaving $-2e^{ikr}(1-ikr)/r^3$.
- **Your case.** If $n\cdot p=0$, the coupling is $e^{ikr}(1-ikr-k^2r^2)(q\cdot p)/r^3$.

In the Lean file below, `Space` is Euclidean $\mathbb R^3$, `unitDir` is $n$, and `axis i` is a coordinate unit vector, not the line joining the molecules. `partialD` is a derivative along such a vector. Lean assigns it the value zero where no derivative exists, so `dipoleTensor_from_wave` states differentiability of the first partial derivative alongside the identity, and `wave_gradient` shows that the first partial derivative itself exists. `dipoleTensor` is defined by its closed formula, independently of the wave.

The real number `k` may have either sign or be zero; "outgoing" fits $k>0$ with time dependence $e^{-i\omega t}$. The prefactor $1/(4\pi\varepsilon_0)$ is omitted. `coupling` takes complex dipoles without conjugating either, and its theorems are written multiplied by $r^3$.

```lean
import Mathlib

open Complex (I)
open Topology

namespace RetardedDipoleTensor

noncomputable section

/-- Position space, three-dimensional and Euclidean. -/
abbrev Space := EuclideanSpace ℝ (Fin 3)

/-- The unit vector along the `i`-th coordinate axis. -/
def axis (i : Fin 3) : Space := EuclideanSpace.single i 1

/-- The partial derivative `∂_i F` of a complex field at the point `x`, or zero if it doesn't exist
there. -/
def partialD (i : Fin 3) (F : Space → ℂ) (x : Space) : ℂ := lineDeriv ℝ F x (axis i)

/-- The scalar wave `exp(ikr)/r`, for `x ≠ 0`. It is outgoing if `k > 0` and the time dependence is
`exp(-iωt)`. -/
def outgoingWave (k : ℝ) (x : Space) : ℂ := Complex.exp (I * k * ‖x‖) / ‖x‖

/-- The Kronecker delta. -/
def delta (i j : Fin 3) : ℂ := if i = j then 1 else 0

/-- The components `n_i = x_i / r` of the radial direction, for `x ≠ 0`. -/
def unitDir (x : Space) (i : Fin 3) : ℝ := x i / ‖x‖

/-- The retarded dipole tensor
`exp(ikr) [(1 - ikr)(δ_ij - 3 n_i n_j) - k²r²(δ_ij - n_i n_j)] / r³`, for `x ≠ 0`. -/
def dipoleTensor (k : ℝ) (x : Space) (i j : Fin 3) : ℂ :=
  Complex.exp (I * k * ‖x‖) *
    ((1 - I * k * ‖x‖) * (delta i j - 3 * (unitDir x i * unitDir x j))
      - k ^ 2 * ‖x‖ ^ 2 * (delta i j - unitDir x i * unitDir x j)) / ‖x‖ ^ 3

/-- The coupling `∑_ij q_i V_ij p_j` of two dipoles `q` and `p` separated by `x ≠ 0`. -/
def coupling (k : ℝ) (x : Space) (q p : Fin 3 → ℂ) : ℂ :=
  ∑ i, ∑ j, q i * dipoleTensor k x i j * p j

/-- Away from the origin, the distance `r` changes along the `i`-th axis at the rate `x_i / r`. -/
theorem hasDerivAt_distance {x : Space} (hx : x ≠ 0) (i : Fin 3) :
    HasDerivAt (fun t : ℝ => ‖x + t • axis i‖) (x i / ‖x‖) 0 := by
  have h : HasDerivAt (fun t : ℝ => x + t • axis i) (axis i) 0 := by
    have h0 := ((hasDerivAt_id' (0 : ℝ)).smul_const (axis i)).const_add x
    rw [one_smul] at h0
    exact h0
  -- differentiate `r` as the square root of `r²`
  have h3 := h.norm_sq.sqrt (by simp [hx])
  have h4 : (fun t : ℝ => ‖x + t • axis i‖) = fun t : ℝ => √(‖x + t • axis i‖ ^ 2) := by
    funext t
    rw [Real.sqrt_sq (norm_nonneg _)]
  have hin : inner ℝ x (axis i) = x i := by
    simp [axis, EuclideanSpace.inner_single_right]
  rw [h4]
  refine h3.congr_deriv ?_
  simp only [zero_smul, add_zero, hin, Real.sqrt_sq (norm_nonneg x)]
  exact mul_div_mul_left _ _ two_ne_zero

/-- Away from the origin, the wave `exp(ikr)/r` has the `i`-th partial derivative
`exp(ikr)(ikr - 1) x_i / r³`. -/
theorem wave_gradient (k : ℝ) {x : Space} (hx : x ≠ 0) (i : Fin 3) :
    HasLineDerivAt ℝ (outgoingWave k)
      (Complex.exp (I * k * ‖x‖) * (I * k * ‖x‖ - 1) / ‖x‖ ^ 3 * x i) x (axis i) := by
  have hne : (‖x‖ : ℂ) ≠ 0 := by exact_mod_cast norm_ne_zero_iff.mpr hx
  have hr := (hasDerivAt_distance hx i).ofReal_comp
  have h := (hr.const_mul (I * (k : ℂ))).cexp.fun_div hr (by simpa using hx)
  refine HasDerivAt.congr_deriv h ?_
  simp only [zero_smul, add_zero, Complex.ofReal_div]
  generalize Complex.exp (I * k * ‖x‖) = E
  field_simp

/-- Away from the origin, the first partial derivative `∂_j f` of `f = exp(ikr)/r` is differentiable
along the `i`-th axis, with derivative `exp(ikr) [(ikr - 1) δ_ij + (3 - 3ikr - k²r²) n_i n_j] / r³`.
-/
theorem wave_hessian (k : ℝ) {x : Space} (hx : x ≠ 0) (i j : Fin 3) :
    HasLineDerivAt ℝ (partialD j (outgoingWave k))
      (Complex.exp (I * k * ‖x‖) * ((I * k * ‖x‖ - 1) * delta i j
        + (3 - 3 * (I * k * ‖x‖) - k ^ 2 * ‖x‖ ^ 2) * (unitDir x i * unitDir x j))
        / ‖x‖ ^ 3) x (axis i) := by
  have hne : (‖x‖ : ℂ) ≠ 0 := by exact_mod_cast norm_ne_zero_iff.mpr hx
  have hr := (hasDerivAt_distance hx i).ofReal_comp
  have hph := hr.const_mul (I * (k : ℂ))
  -- the coordinate `x_j` changes at the rate `δ_ij`
  have hco : HasDerivAt (fun t : ℝ => (((x + t • axis i) j : ℝ) : ℂ)) (delta i j) 0 := by
    have h0 := (((hasDerivAt_id' (0 : ℝ)).mul_const (axis i j)).const_add (x j)).ofReal_comp
    refine HasDerivAt.congr_deriv h0 ?_
    rcases eq_or_ne i j with rfl | h
    · simp [axis, delta]
    · simp [axis, delta, h, h.symm]
  have h := ((hph.cexp.fun_mul (hph.sub_const 1)).fun_div (hr.fun_pow 3)
    (by simpa using hx)).fun_mul hco
  -- the gradient formula holds on a neighbourhood of `x`
  have hc : ContinuousAt (fun t : ℝ => x + t • axis i) 0 := by fun_prop
  have hev := hc.eventually_ne (show x + (0 : ℝ) • axis i ≠ 0 by simpa using hx)
  refine HasDerivAt.congr_deriv (h.congr_of_eventuallyEq ?_) ?_
  · filter_upwards [hev] with t ht
    exact (wave_gradient k ht j).lineDeriv
  · have hk : (k : ℂ) ^ 2 = -(I * k) ^ 2 := by rw [mul_pow, Complex.I_sq]; ring
    simp only [zero_smul, add_zero, unitDir, Complex.ofReal_div, hk]
    generalize Complex.exp (I * k * ‖x‖) = E
    generalize I * (k : ℂ) = a
    push_cast
    field_simp
    ring

/-- Away from the origin, the first partial derivative `∂_j f` of `f = exp(ikr)/r` is differentiable
along the `i`-th axis, and `k² δ_ij f + ∂_i ∂_j f` is minus the retarded dipole tensor. -/
theorem dipoleTensor_from_wave (k : ℝ) {x : Space} (hx : x ≠ 0) (i j : Fin 3) :
    LineDifferentiableAt ℝ (partialD j (outgoingWave k)) x (axis i) ∧
      k ^ 2 * delta i j * outgoingWave k x + partialD i (partialD j (outgoingWave k)) x
        = -dipoleTensor k x i j := by
  have hne : (‖x‖ : ℂ) ≠ 0 := by exact_mod_cast norm_ne_zero_iff.mpr hx
  have h := wave_hessian k hx i j
  refine ⟨h.lineDifferentiableAt, ?_⟩
  have e : partialD i (partialD j (outgoingWave k)) x = _ := h.lineDeriv
  rw [e, outgoingWave, dipoleTensor]
  generalize Complex.exp (I * k * ‖x‖) = E
  field_simp
  ring

/-- Away from the origin, the radial direction has unit length. -/
theorem unitDir_normalized {x : Space} (hx : x ≠ 0) :
    ∑ i, (unitDir x i : ℂ) * unitDir x i = 1 := by
  have h := EuclideanSpace.norm_sq_eq x
  simp only [Real.norm_eq_abs, sq_abs] at h
  have hreal : ∑ i, unitDir x i * unitDir x i = 1 := by
    simp only [unitDir, ← sq, div_pow]
    rw [← Finset.sum_div, ← h, div_self (pow_ne_zero 2 (norm_ne_zero_iff.mpr hx))]
  exact_mod_cast hreal

/-- Away from the origin, each first partial derivative `∂_i f` of `f = exp(ikr)/r` is
differentiable along the `i`-th axis, and `f` obeys the Helmholtz equation `∇² f = -k² f`. -/
theorem wave_helmholtz (k : ℝ) {x : Space} (hx : x ≠ 0) :
    (∀ i, LineDifferentiableAt ℝ (partialD i (outgoingWave k)) x (axis i)) ∧
      ∑ i, partialD i (partialD i (outgoingWave k)) x = -k ^ 2 * outgoingWave k x := by
  refine ⟨fun i => (wave_hessian k hx i i).lineDifferentiableAt, ?_⟩
  have hne : (‖x‖ : ℂ) ≠ 0 := by exact_mod_cast norm_ne_zero_iff.mpr hx
  have hn := unitDir_normalized hx
  change ∑ i, lineDeriv ℝ (partialD i (outgoingWave k)) x (axis i) = _
  rw [Finset.sum_congr rfl (fun i _ => (wave_hessian k hx i i).lineDeriv), outgoingWave]
  simp only [Fin.sum_univ_three, delta, ↓reduceIte] at hn ⊢
  generalize Complex.exp (I * k * ‖x‖) = E
  -- the trace of `n_i n_j` is one
  linear_combination (norm := (field_simp; ring))
    (E * (3 - 3 * (I * k * ‖x‖) - k ^ 2 * ‖x‖ ^ 2) / ‖x‖ ^ 3) * hn

/-- For separation `x ≠ 0`, `r³` times the coupling of dipoles `q` and `p` is
`exp(ikr) [(1 - ikr)(q·p - 3 (q·n)(n·p)) - k²r²(q·p - (q·n)(n·p))]`. -/
theorem coupling_eq (k : ℝ) {x : Space} (hx : x ≠ 0) (q p : Fin 3 → ℂ) :
    ‖x‖ ^ 3 * coupling k x q p = Complex.exp (I * k * ‖x‖) *
      ((1 - I * k * ‖x‖) *
          (∑ i, q i * p i - 3 * ((∑ i, q i * unitDir x i) * ∑ i, unitDir x i * p i))
        - k ^ 2 * ‖x‖ ^ 2 *
          (∑ i, q i * p i - (∑ i, q i * unitDir x i) * ∑ i, unitDir x i * p i)) := by
  have hne : (‖x‖ : ℂ) ≠ 0 := by exact_mod_cast norm_ne_zero_iff.mpr hx
  simp only [coupling, dipoleTensor, delta, Fin.sum_univ_three, Fin.isValue, Fin.reduceEq,
    ↓reduceIte]
  generalize Complex.exp (I * k * ‖x‖) = E
  field_simp
  ring

/-- For separation `x ≠ 0`, two unit dipoles along the radial direction have the coupling
`-2 exp(ikr)(1 - ikr)/r³`, written here multiplied by `r³`. -/
theorem coupling_longitudinal (k : ℝ) {x : Space} (hx : x ≠ 0) :
    ‖x‖ ^ 3 * coupling k x (fun i => unitDir x i) (fun i => unitDir x i)
      = -2 * Complex.exp (I * k * ‖x‖) * (1 - I * k * ‖x‖) := by
  have h := coupling_eq k hx (fun i => unitDir x i) (fun i => unitDir x i)
  simp only [unitDir_normalized hx] at h
  linear_combination h

/-- For separation `x ≠ 0` and a dipole `p` perpendicular to it, the coupling to any dipole `q` is
`exp(ikr)(1 - ikr - k²r²) (q·p)/r³`, written here multiplied by `r³`. -/
theorem coupling_transverse (k : ℝ) {x : Space} (hx : x ≠ 0) (q p : Fin 3 → ℂ)
    (hp : ∑ i, unitDir x i * p i = 0) :
    ‖x‖ ^ 3 * coupling k x q p
      = Complex.exp (I * k * ‖x‖) * (1 - I * k * ‖x‖ - k ^ 2 * ‖x‖ ^ 2) * ∑ i, q i * p i := by
  rw [coupling_eq k hx q p, hp]
  ring

end

end RetardedDipoleTensor
```

`hasDerivAt_distance` differentiates $r$ as the square root of $r^2$ along the line $x+te_i$, where $e_i$ is `axis i`. `wave_gradient` applies the chain and quotient rules. `wave_hessian` differentiates once more, for which the gradient formula at the single point $x$ isn't enough: `hev` supplies $x+te_i\neq0$ for all small $t$, so the formula holds near $x$ and can be differentiated. `dipoleTensor_from_wave` inserts this Hessian and collects terms with `field_simp` and `ring`.

`unitDir_normalized` proves $n\cdot n=1$, which `wave_helmholtz` uses in the trace. `coupling_eq` expands the double sum over components, and the last two theorems specialise it to longitudinal and transverse dipoles.

In molecular quantum electrodynamics, $V_{ij}$ contracted with two transition dipoles gives, up to the omitted prefactor, the leading-order resonance-energy-transfer amplitude for point dipoles in vacuum, where $\hbar ck$ is the energy transferred. That identification comes from perturbation theory in the quantised field, and is physical input here.

A distributional model would define the derivatives by integration against smooth test functions and so include the origin. The Helmholtz equation would gain a source, $(\nabla^2+k^2)f=-4\pi\delta(x)$, and the tensor would need a prescription for its $r^{-3}$ singularity together with a contact term. At nonzero separation the formula would stay the same.

```lean
#print axioms RetardedDipoleTensor.dipoleTensor_from_wave
#print axioms RetardedDipoleTensor.wave_helmholtz
#print axioms RetardedDipoleTensor.coupling_longitudinal
#print axioms RetardedDipoleTensor.coupling_transverse
```

```
'RetardedDipoleTensor.dipoleTensor_from_wave' depends on axioms: [propext, Classical.choice, Quot.sound]
'RetardedDipoleTensor.wave_helmholtz' depends on axioms: [propext, Classical.choice, Quot.sound]
'RetardedDipoleTensor.coupling_longitudinal' depends on axioms: [propext, Classical.choice, Quot.sound]
'RetardedDipoleTensor.coupling_transverse' depends on axioms: [propext, Classical.choice, Quot.sound]
```
